# In a box with two effective masses, ⟨φ, Hψ⟩ = ⟨Hφ, ψ⟩ for every matched φ exactly when ψ is matched

A wave function in a layered box can be stored as one function on the whole box or as one function per layer. Here it is a pair, $\psi=(\psi_L,\psi_R)$, with $\psi_L$ on $[-a,0]$ and $\psi_R$ on $[0,b]$. Each half has its own value and its own one-sided slope at the interface $x=0$, so a state may violate the interface conditions and still be a state. A state is called matched when $\psi$ and $\psi'/m$, with $m$ the effective mass of each layer, agree on the two sides of the interface. The Hamiltonian acts layer by layer and puts no delta function at a jump.

In Lean 4 with Mathlib:

```lean
import Mathlib

open Set

namespace BenDanielDuke

noncomputable section
```

## Two layers, two masses, hard walls

The widths $a,b$ and the effective masses $m_1$ (left) and $m_2$ (right) are positive. Units have $\hbar=1$, and there is no potential inside the box.

```lean
/-- A box with layers `[-a, 0]` and `[0, b]` of positive widths, in which the particle has
the positive effective masses `m₁` and `m₂`. -/
structure Well where
  (a b m₁ m₂ : ℝ)
  a_pos : 0 < a
  b_pos : 0 < b
  m₁_pos : 0 < m₁
  m₂_pos : 0 < m₂
```

Each half is twice continuously differentiable up to the ends of its layer. A `Piece` carries the function with its first two derivatives, `val`, `d1` and `d2`. The derivatives are taken within the closed interval `Icc p q`, hence one-sided at its ends, and what the functions do outside it plays no role.

```lean
/-- A complex `C²` function on `[p, q]`, with its first and second derivatives `d1` and `d2`
(one-sided at the ends). -/
structure Piece (p q : ℝ) where
  (val d1 d2 : ℝ → ℂ)
  deriv_val : ∀ x ∈ Icc p q, HasDerivWithinAt val (d1 x) (Icc p q) x
  deriv_d1 : ∀ x ∈ Icc p q, HasDerivWithinAt d1 (d2 x) (Icc p q) x
  cont_d2 : ContinuousOn d2 (Icc p q)
```

The hard outer walls require $\psi_L(-a)=0$ and $\psi_R(b)=0$.

```lean
/-- A pair of `C²` pieces, one in each layer, vanishing at the outer walls. Nothing is
required at the interface. -/
structure State (w : Well) where
  left : Piece (-w.a) 0
  right : Piece 0 w.b
  left_wall : left.val (-w.a) = 0
  right_wall : right.val w.b = 0
```

The inner product is conjugate-linear in its first argument; `star` is complex conjugation:

$$\langle f,g\rangle=\int_{-a}^0 f_L^*\,g_L\,dx+\int_0^b f_R^*\,g_R\,dx .$$

```lean
/-- The inner product of two pairs of functions, integrated over both layers. -/
def overlap (w : Well) (f g : (ℝ → ℂ) × (ℝ → ℂ)) : ℂ :=
  (∫ x in (-w.a)..0, star (f.1 x) * g.1 x) + ∫ x in (0 : ℝ)..w.b, star (f.2 x) * g.2 x
```

It takes pairs of plain functions, because $H\psi$ need not vanish at the walls and so need not be a state. The wave function of a state is therefore extracted as such a pair.

```lean
/-- The wave function of a state, as a pair of functions. -/
def State.wave {w : Well} (ψ : State w) : (ℝ → ℂ) × (ℝ → ℂ) := (ψ.left.val, ψ.right.val)
```

The Hamiltonian is

$$H\psi=\left(-\frac{\psi_L''}{2m_1},\;-\frac{\psi_R''}{2m_2}\right).$$

```lean
/-- The Hamiltonian applied to a state: `-ψ''/(2m)` with the mass of each layer. -/
def State.ham {w : Well} (ψ : State w) : (ℝ → ℂ) × (ℝ → ℂ) :=
  (fun x => -ψ.left.d2 x / (2 * (w.m₁ : ℂ)), fun x => -ψ.right.d2 x / (2 * (w.m₂ : ℂ)))
```

## Matching with and without the mass

The BenDaniel-Duke conditions are

$$\psi_L(0)=\psi_R(0),\qquad \frac{\psi_L'(0)}{m_1}=\frac{\psi_R'(0)}{m_2}.$$

Together they make the probability current $\operatorname{Im}(\psi^*\psi')/m$ continuous across the interface. They are imposed as a definition, not derived from a microscopic model of the junction.

```lean
/-- The BenDaniel-Duke conditions: `ψ` and `ψ'/m` agree at the interface. -/
def State.Matched {w : Well} (ψ : State w) : Prop :=
  ψ.left.val 0 = ψ.right.val 0 ∧ ψ.left.d1 0 / (w.m₁ : ℂ) = ψ.right.d1 0 / (w.m₂ : ℂ)
```

For comparison, the mass-blind conditions ask that $\psi$ and $\psi'$ themselves agree.

```lean
/-- The mass-blind conditions: `ψ` and `ψ'` agree at the interface. -/
def State.Smooth {w : Well} (ψ : State w) : Prop :=
  ψ.left.val 0 = ψ.right.val 0 ∧ ψ.left.d1 0 = ψ.right.d1 0
```

## Integration by parts leaves a boundary form

For two functions on one layer, put

$$W[\varphi,\psi]=\varphi^*\psi'-\varphi'^*\psi .$$

```lean
/-- The boundary form `φ* ψ' - φ*' ψ` at the point `x`. -/
def Piece.wronskian {p q : ℝ} (φ ψ : Piece p q) (x : ℝ) : ℂ :=
  star (φ.val x) * ψ.d1 x - star (φ.d1 x) * ψ.val x
```

The terms $\varphi'^*\psi'$ cancel in its derivative, which leaves $W'=\varphi^*\psi''-\varphi''^*\psi$. Integrating over $[p,q]$ gives Green's identity:

$$\int_p^q\varphi^*\psi''\,dx-\int_p^q\varphi''^*\psi\,dx=W(q)-W(p).$$

The proof merges the two integrals and applies the fundamental theorem of calculus, in the form that needs continuity on the closed interval and a derivative only in its interior. The final `ring` is the cancellation.

```lean
/-- Green's identity on one layer: moving two derivatives from `ψ` to `φ` costs the
difference of the boundary form at the two ends. -/
theorem Piece.green {p q : ℝ} (hpq : p ≤ q) (φ ψ : Piece p q) :
    (∫ x in p..q, star (φ.val x) * ψ.d2 x) - (∫ x in p..q, star (φ.d2 x) * ψ.val x)
      = φ.wronskian ψ q - φ.wronskian ψ p := by
  have c0 : ∀ χ : Piece p q, ContinuousOn χ.val (Icc p q) :=
    fun χ x hx => (χ.deriv_val x hx).continuousWithinAt
  have c1 : ∀ χ : Piece p q, ContinuousOn χ.d1 (Icc p q) :=
    fun χ x hx => (χ.deriv_d1 x hx).continuousWithinAt
  have i1 : IntervalIntegrable (fun x => star (φ.val x) * ψ.d2 x) MeasureTheory.volume p q := by
    apply ContinuousOn.intervalIntegrable
    rw [uIcc_of_le hpq]
    exact (c0 φ).star.mul ψ.cont_d2
  have i2 : IntervalIntegrable (fun x => star (φ.d2 x) * ψ.val x) MeasureTheory.volume p q := by
    apply ContinuousOn.intervalIntegrable
    rw [uIcc_of_le hpq]
    exact φ.cont_d2.star.mul (c0 ψ)
  rw [← intervalIntegral.integral_sub i1 i2]
  -- the integrand is the derivative of the boundary form
  refine intervalIntegral.integral_eq_sub_of_hasDerivAt_of_le (f := φ.wronskian ψ) hpq
    (((c0 φ).star.mul (c1 ψ)).sub ((c1 φ).star.mul (c0 ψ))) ?_ (i1.sub i2)
  intro x hx
  have n := Icc_mem_nhds hx.1 hx.2
  have hx' := Ioo_subset_Icc_self hx
  have h := (((φ.deriv_val x hx').hasDerivAt n).star.mul ((ψ.deriv_d1 x hx').hasDerivAt n)).sub
    (((φ.deriv_d1 x hx').hasDerivAt n).star.mul ((ψ.deriv_val x hx').hasDerivAt n))
  refine h.congr_deriv ?_
  show star (φ.d1 x) * ψ.d1 x + star (φ.val x) * ψ.d2 x
    - (star (φ.d2 x) * ψ.val x + star (φ.d1 x) * ψ.d1 x)
    = star (φ.val x) * ψ.d2 x - star (φ.d2 x) * ψ.val x
  ring
```

Real masses pass through conjugation unchanged.

```lean
theorem star_real (r : ℝ) : star (r : ℂ) = r := by
  rw [Complex.star_def, Complex.conj_ofReal]
```

Multiply Green's identity by $-1/(2m)$ in each layer. At the outer walls both functions vanish, so $W=0$ there. The left layer contributes $-W_L(0)/(2m_1)$ and the right layer $+W_R(0)/(2m_2)$, so

$$\langle\varphi,H\psi\rangle-\langle H\varphi,\psi\rangle=\frac12\left(\frac{W_R(0)}{m_2}-\frac{W_L(0)}{m_1}\right).$$

In the code, `key` is the identity for one layer, `L` and `R` are its two uses, and `hl` and `hr` remove the walls.

```lean
/-- The failure of `H` to be symmetric between two states is half the jump, across the
interface, of the boundary form divided by the mass. -/
theorem symmetry_defect {w : Well} (φ ψ : State w) :
    overlap w φ.wave ψ.ham - overlap w φ.ham ψ.wave
      = (φ.right.wronskian ψ.right 0 / w.m₂ - φ.left.wronskian ψ.left 0 / w.m₁) / 2 := by
  have key : ∀ (p q m : ℝ) (f g : Piece p q), p ≤ q →
      (∫ x in p..q, star (f.val x) * (-g.d2 x / (2 * (m : ℂ))))
        - (∫ x in p..q, star (-f.d2 x / (2 * (m : ℂ))) * g.val x)
        = -(1 / (2 * (m : ℂ))) * (f.wronskian g q - f.wronskian g p) := by
    intro p q m f g hpq
    have hs : ∀ z : ℂ, star (-z / (2 * (m : ℂ))) = -(1 / (2 * (m : ℂ))) * star z := by
      intro z
      rw [Complex.star_def, map_div₀, map_neg, map_mul, Complex.conj_ofReal, Complex.conj_ofNat]
      ring
    rw [← Piece.green hpq f g, mul_sub, ← intervalIntegral.integral_const_mul,
      ← intervalIntegral.integral_const_mul]
    congr 1
    · congr 1
      funext x
      ring
    · congr 1
      funext x
      rw [hs]
      ring
  have L := key _ _ w.m₁ φ.left ψ.left (by linarith [w.a_pos])
  have R := key _ _ w.m₂ φ.right ψ.right w.b_pos.le
  -- the outer walls contribute nothing
  have hl : φ.left.wronskian ψ.left (-w.a) = 0 := by
    simp [Piece.wronskian, φ.left_wall, ψ.left_wall]
  have hr : φ.right.wronskian ψ.right w.b = 0 := by
    simp [Piece.wronskian, φ.right_wall, ψ.right_wall]
  rw [hl] at L
  rw [hr] at R
  simp only [overlap, State.wave, State.ham]
  linear_combination L + R
```

## Test states with prescribed interface data

The converse needs states with chosen values and slopes at $0$. A quadratic $u+vx+kx^2$ has value $u$ and slope $v$ there, and $k$ remains free.

```lean
/-- The quadratic `u + v x + k x²` as a piece on `[p, q]`. -/
def quad (p q : ℝ) (u v k : ℂ) : Piece p q where
  val x := u + v * x + k * (x * x)
  d1 x := v + 2 * k * x
  d2 _ := 2 * k
  deriv_val x _ := by
    have h : HasDerivAt (fun y : ℝ => (y : ℂ)) 1 x := by
      simpa using (hasDerivAt_id x).ofReal_comp
    have h2 := ((h.const_mul v).const_add u).add ((h.mul h).const_mul k)
    exact (h2.congr_deriv (by ring)).hasDerivWithinAt
  deriv_d1 x _ := by
    have h : HasDerivAt (fun y : ℝ => (y : ℂ)) 1 x := by
      simpa using (hasDerivAt_id x).ofReal_comp
    exact (((h.const_mul (2 * k)).const_add v).congr_deriv (by ring)).hasDerivWithinAt
  cont_d2 := continuousOn_const
```

The walls fix $k$. On the left, $u_1-v_1a+ka^2=0$ gives $k=-(u_1-v_1a)/a^2$; on the right, $k=-(u_2+v_2b)/b^2$. All four interface numbers can thus be prescribed independently.

```lean
/-- The values and slopes on the two sides of the interface can be prescribed at will. -/
theorem exists_state (w : Well) (u₁ v₁ u₂ v₂ : ℂ) : ∃ φ : State w,
    φ.left.val 0 = u₁ ∧ φ.left.d1 0 = v₁ ∧ φ.right.val 0 = u₂ ∧ φ.right.d1 0 = v₂ := by
  have ha : (w.a : ℂ) ≠ 0 := Complex.ofReal_ne_zero.mpr w.a_pos.ne'
  have hb : (w.b : ℂ) ≠ 0 := Complex.ofReal_ne_zero.mpr w.b_pos.ne'
  have ka := div_mul_cancel₀ (-(u₁ - v₁ * w.a)) (pow_ne_zero 2 ha)
  have kb := div_mul_cancel₀ (-(u₂ + v₂ * w.b)) (pow_ne_zero 2 hb)
  refine ⟨⟨quad _ _ u₁ v₁ (-(u₁ - v₁ * w.a) / (w.a : ℂ) ^ 2),
    quad _ _ u₂ v₂ (-(u₂ + v₂ * w.b) / (w.b : ℂ) ^ 2), ?_, ?_⟩, ?_, ?_, ?_, ?_⟩
  · simp only [quad, Complex.ofReal_neg]
    linear_combination ka
  · simp only [quad]
    linear_combination kb
  all_goals simp [quad]
```

## Symmetry against matched states forces matching

Suppose first that $\varphi$ and $\psi$ are both matched. Then $\varphi$, $\psi$, $\varphi'/m$ and $\psi'/m$ each have a common value on the two sides of the interface, and so does

$$\frac{W}{m}=\varphi^*\,\frac{\psi'}{m}-\left(\frac{\varphi'}{m}\right)^{*}\psi .$$

The defect is zero.

Conversely, suppose $\langle\varphi,H\psi\rangle=\langle H\varphi,\psi\rangle$ for every matched $\varphi$. Two test states are enough.

- Let $\varphi$ have value $0$ and slopes $m_1$, $m_2$ at the interface. It is matched, since both ratios are $1$. Here $W_L(0)=-m_1\psi_L(0)$ and $W_R(0)=-m_2\psi_R(0)$, so the defect is $\tfrac12(\psi_L(0)-\psi_R(0))$, and the values agree.
- Let $\varphi$ have value $1$ and slope $0$ on both sides. It is matched, and $W=\psi'$ at the interface. The defect is $\tfrac12(\psi_R'(0)/m_2-\psi_L'(0)/m_1)$, so $\psi'/m$ agrees.

In the theorem, $\psi$ is an arbitrary `State` and the quantifier over $\varphi$ sits inside the left side of the equivalence. Each `linear_combination` carries out one of these computations from `symmetry_defect`.

```lean
/-- A state satisfies `⟨φ, Hψ⟩ = ⟨Hφ, ψ⟩` against every matched `φ` exactly when it is
itself matched. -/
theorem symmetric_iff_matched {w : Well} (ψ : State w) :
    (∀ φ : State w, φ.Matched → overlap w φ.wave ψ.ham = overlap w φ.ham ψ.wave)
      ↔ ψ.Matched := by
  have c1 := mul_inv_cancel₀ (Complex.ofReal_ne_zero.mpr w.m₁_pos.ne')
  have c2 := mul_inv_cancel₀ (Complex.ofReal_ne_zero.mpr w.m₂_pos.ne')
  constructor
  · intro h
    constructor
    · -- a test state with a node at the interface compares the values of `ψ`
      obtain ⟨φ, h1, h2, h3, h4⟩ := exists_state w 0 w.m₁ 0 w.m₂
      have hφ : φ.Matched :=
        ⟨by rw [h1, h3], by rw [h2, h4, div_eq_mul_inv, div_eq_mul_inv, c1, c2]⟩
      have d := symmetry_defect φ ψ
      rw [h φ hφ, sub_self] at d
      simp only [Piece.wronskian, h1, h2, h3, h4, star_zero, star_real] at d
      linear_combination (-2) * d - ψ.left.val 0 * c1 + ψ.right.val 0 * c2
    · -- a test state that is flat at the interface compares `ψ'/m`
      obtain ⟨φ, h1, h2, h3, h4⟩ := exists_state w 1 0 1 0
      have d := symmetry_defect φ ψ
      rw [h φ ⟨by rw [h1, h3], by rw [h2, h4, zero_div, zero_div]⟩, sub_self] at d
      simp only [Piece.wronskian, h1, h2, h3, h4, star_zero, star_one] at d
      linear_combination 2 * d
  · intro hψ φ hφ
    have d := symmetry_defect φ ψ
    have s0 := congrArg star hφ.1
    have s1 : star (φ.left.d1 0) / (w.m₁ : ℂ) = star (φ.right.d1 0) / (w.m₂ : ℂ) := by
      have := congrArg star hφ.2
      simpa only [star_div₀, star_real] using this
    simp only [Piece.wronskian] at d
    linear_combination d + (1 / 2) * (-(ψ.left.d1 0 / (w.m₁ : ℂ)) * s0
      - star (φ.right.val 0) * hψ.2 + ψ.left.val 0 * s1
      + star (φ.right.d1 0) / (w.m₂ : ℂ) * hψ.1)
```

The test states already obey the BenDaniel-Duke conditions, so the theorem does not single these out among all possible interface conditions. It concerns $C^2$ pieces; self-adjointness on a domain in $L^2$ is a further question. For envelope functions in a semiconductor heterostructure, modelled here by one particle in one dimension with a constant mass per layer and no band offset, it shows that this matching keeps the Hamiltonian symmetric and that no unmatched state can be added without losing that.

## Ignoring the masses works only when they are equal

Take $\varphi$ with value $1$ and slope $0$, and $\psi$ with value $0$ and slope $1$, on both sides. Both satisfy the mass-blind conditions, and $W=1$ on each side, so the defect is $\tfrac12(1/m_2-1/m_1)$. It vanishes only if $m_1=m_2$. For equal masses the two kinds of matching coincide, and the previous theorem gives symmetry.

```lean
/-- If one matches `ψ` and `ψ'` without regard to the masses, `H` is symmetric on the
resulting states exactly when the two masses are equal. -/
theorem smooth_symmetric_iff (w : Well) :
    (∀ φ ψ : State w, φ.Smooth → ψ.Smooth →
      overlap w φ.wave ψ.ham = overlap w φ.ham ψ.wave) ↔ w.m₁ = w.m₂ := by
  constructor
  · intro h
    obtain ⟨φ, h1, h2, h3, h4⟩ := exists_state w 1 0 1 0
    obtain ⟨ψ, k1, k2, k3, k4⟩ := exists_state w 0 1 0 1
    have d := symmetry_defect φ ψ
    rw [h φ ψ ⟨by rw [h1, h3], by rw [h2, h4]⟩ ⟨by rw [k1, k3], by rw [k2, k4]⟩,
      sub_self] at d
    simp only [Piece.wronskian, h1, h2, h3, h4, k1, k2, k3, k4, star_zero, star_one] at d
    have e : (w.m₁ : ℂ)⁻¹ = (w.m₂ : ℂ)⁻¹ := by linear_combination 2 * d
    exact Complex.ofReal_injective (inv_injective e)
  · intro hm φ ψ hφ hψ
    exact (symmetric_iff_matched ψ).mpr ⟨hψ.1, by rw [hψ.2, hm]⟩ φ ⟨hφ.1, by rw [hφ.2, hm]⟩
```

For numbers, let $a=b=1$, $m_1=1$, $m_2=2$. The quadratics are

$$\varphi_L=\varphi_R=1-x^2,\qquad \psi_L=x+x^2,\qquad \psi_R=x-x^2 ,$$

with $H\psi=(-1,\tfrac12)$ and $H\varphi=(1,\tfrac12)$. Then

$$\langle\varphi,H\psi\rangle=-\tfrac23+\tfrac13=-\tfrac13,\qquad \langle H\varphi,\psi\rangle=-\tfrac16+\tfrac1{12}=-\tfrac1{12}.$$

The difference is $-\tfrac14$, as $\tfrac12(\tfrac12-1)$ predicts. Doubling $\psi_R$ gives it slope $2$ at the interface and makes $\psi$ matched; both inner products then equal $0$.

## Matched solutions at different energies are orthogonal

A stationary state obeys $H\psi=E\psi$ throughout both layers. The energy $E$ is taken to be real.

```lean
/-- The stationary equation `Hψ = Eψ` in both layers, with real energy `E`. -/
def State.Stationary {w : Well} (ψ : State w) (E : ℝ) : Prop :=
  (∀ x ∈ Icc (-w.a) 0, ψ.ham.1 x = E * ψ.wave.1 x) ∧
    ∀ x ∈ Icc 0 w.b, ψ.ham.2 x = E * ψ.wave.2 x
```

Let $\varphi$ and $\psi$ be matched, with $H\varphi=E\varphi$, $H\psi=F\psi$ and $E\neq F$. Symmetry gives

$$F\langle\varphi,\psi\rangle=\langle\varphi,H\psi\rangle=\langle H\varphi,\psi\rangle=E\langle\varphi,\psi\rangle ,$$

so $(E-F)\langle\varphi,\psi\rangle=0$ and the overlap vanishes. The steps `r` and `l` pull the energies out of the integrals, and `s` is the symmetry. The theorem takes the two solutions as given and does not construct the spectrum.

```lean
/-- Matched solutions of the stationary equation with different real energies are
orthogonal. -/
theorem stationary_orthogonal {w : Well} {φ ψ : State w} {E F : ℝ} (hφ : φ.Matched)
    (hψ : ψ.Matched) (eφ : φ.Stationary E) (eψ : ψ.Stationary F) (hEF : E ≠ F) :
    overlap w φ.wave ψ.wave = 0 := by
  have ha : -w.a ≤ 0 := by linarith [w.a_pos]
  have r : overlap w φ.wave ψ.ham = F * overlap w φ.wave ψ.wave := by
    unfold overlap
    rw [mul_add, ← intervalIntegral.integral_const_mul, ← intervalIntegral.integral_const_mul]
    congr 1
    · refine intervalIntegral.integral_congr fun x hx => ?_
      rw [uIcc_of_le ha] at hx
      show star (φ.wave.1 x) * ψ.ham.1 x = F * (star (φ.wave.1 x) * ψ.wave.1 x)
      rw [eψ.1 x hx]
      ring
    · refine intervalIntegral.integral_congr fun x hx => ?_
      rw [uIcc_of_le w.b_pos.le] at hx
      show star (φ.wave.2 x) * ψ.ham.2 x = F * (star (φ.wave.2 x) * ψ.wave.2 x)
      rw [eψ.2 x hx]
      ring
  have l : overlap w φ.ham ψ.wave = E * overlap w φ.wave ψ.wave := by
    unfold overlap
    rw [mul_add, ← intervalIntegral.integral_const_mul, ← intervalIntegral.integral_const_mul]
    congr 1
    · refine intervalIntegral.integral_congr fun x hx => ?_
      rw [uIcc_of_le ha] at hx
      show star (φ.ham.1 x) * ψ.wave.1 x = E * (star (φ.wave.1 x) * ψ.wave.1 x)
      rw [eφ.1 x hx, star_mul', star_real]
      ring
    · refine intervalIntegral.integral_congr fun x hx => ?_
      rw [uIcc_of_le w.b_pos.le] at hx
      show star (φ.ham.2 x) * ψ.wave.2 x = E * (star (φ.wave.2 x) * ψ.wave.2 x)
      rw [eφ.2 x hx, star_mul', star_real]
      ring
  -- symmetry of `H` equates the two energies unless the overlap vanishes
  have s := (symmetric_iff_matched ψ).mpr hψ φ hφ
  rw [r, l] at s
  have hne : (E : ℂ) - F ≠ 0 := sub_ne_zero.mpr fun h => hEF (Complex.ofReal_injective h)
  refine (mul_eq_zero.mp ?_).resolve_left hne
  linear_combination -s

end

end BenDanielDuke
```

```lean
#print axioms BenDanielDuke.symmetric_iff_matched
#print axioms BenDanielDuke.smooth_symmetric_iff
#print axioms BenDanielDuke.stationary_orthogonal
```

```
'BenDanielDuke.symmetric_iff_matched' depends on axioms: [propext, Classical.choice, Quot.sound]
'BenDanielDuke.smooth_symmetric_iff' depends on axioms: [propext, Classical.choice, Quot.sound]
'BenDanielDuke.stationary_orthogonal' depends on axioms: [propext, Classical.choice, Quot.sound]
```
